# Approximate eigenvectors of a real symmetric matrix have exactly one linearised correction when their Rayleigh quotients are distinct

Suppose the eigenvectors of a real symmetric matrix A have been computed in single precision and now have to be improved. First-order perturbation theory suggests mixing vector i into vector j with the amplitude s_ij/(d_j − d_i), where s_ij is the matrix element of A between the two vectors and d_i, d_j are their approximate eigenvalues. That amplitude changes sign when i and j are exchanged. To first order the mixing therefore leaves the overlap of the two vectors as it was, and vectors that have lost their orthogonality do not get it back.

The remedy is an extra overlap term. Put the approximate eigenvectors into the columns of a square matrix X, and define

R = 1 − XᵀX,  S = XᵀAX.

R measures the loss of orthonormality, and S is A in the approximate eigenbasis. We look for a small matrix E such that X(1 + E) has orthonormal columns and diagonalises A, with eigenvalues D = diag(d). Then X = X(1 + E)(1 + E)⁻¹, and (1 + E)⁻¹ ≈ 1 − E. To first order in E this gives

XᵀX ≈ 1 − E − Eᵀ,
XᵀAX ≈ (1 − Eᵀ)D(1 − E) ≈ D − DE − EᵀD.

Taken as equalities, these are the linearised refinement equations. When the d_i are distinct, their off-diagonal solution is e_ij = (s_ij + d_j r_ij)/(d_j − d_i).

## The equations and their candidate solution

```lean
import Mathlib

open Matrix

namespace EigenvectorRefinement

noncomputable section

variable {n : Type*} [Fintype n] [DecidableEq n]
```

The type `n` labels the basis states. It is any finite set, so the matrices are square and of any finite size.

```lean
/-- The linearised refinement equations for a correction `E`: `E + Eᵀ = R` and `D - D E - Eᵀ D = S`,
with `D = diag d`. -/
def SolvesRefinement (d : n → ℝ) (R S E : Matrix n n ℝ) : Prop :=
  E + Eᵀ = R ∧ diagonal d - diagonal d * E - Eᵀ * diagonal d = S
```

`SolvesRefinement d R S E` is the statement that both equations hold:

E + Eᵀ = R,
D − DE − EᵀD = S.

Here `d` is a list of real numbers and `diagonal d` is the matrix D. R and S are arbitrary real matrices at this stage; their link to A and X returns further down.

```lean
/-- The Ritz value `s_ii / (1 - r_ii)` of the `i`-th approximate eigenvector, for `r_ii ≠ 1`. -/
def ritzValue (R S : Matrix n n ℝ) (i : n) : ℝ := S i i / (1 - R i i)
```

For R and S built from X, the number 1 − r_ii is the squared norm of column x_i, so this is the Rayleigh quotient

x_iᵀAx_i / x_iᵀx_i.

The file calls it a Ritz value. Textbooks often keep that name for the eigenvalues of the whole projected problem, which can be different numbers when the columns still couple to each other.

```lean
/-- The refinement correction: `r_ii / 2` on the diagonal and
`(s_ij + d_j r_ij) / (d_j - d_i)` off it, for distinct entries `d_i`. -/
def correction (d : n → ℝ) (R S : Matrix n n ℝ) : Matrix n n ℝ :=
  Matrix.of fun i j => if i = j then R i i / 2 else (S i j + d j * R i j) / (d j - d i)
```

`correction d R S` is the matrix with r_ii/2 on the diagonal and (s_ij + d_j r_ij)/(d_j − d_i) elsewhere. The diagonal part repairs the norms to first order, and the rest mixes the vectors.

## Solving the equations pair by pair

```lean
/-- The refinement equations written entry by entry couple only `e_ij` and `e_ji`. -/
theorem solves_iff_entries (d : n → ℝ) (R S E : Matrix n n ℝ) :
    SolvesRefinement d R S E ↔ ∀ i j, E i j + E j i = R i j ∧
      (if i = j then d i else 0) - d i * E i j - E j i * d j = S i j := by
  constructor
  · rintro ⟨h1, h2⟩ i j
    have a := congrArg (fun M : Matrix n n ℝ => M i j) h1
    have b := congrArg (fun M : Matrix n n ℝ => M i j) h2
    simp only [Matrix.add_apply, transpose_apply] at a
    simp only [Matrix.sub_apply, diagonal_mul, mul_diagonal, diagonal_apply,
      transpose_apply] at b
    exact ⟨a, b⟩
  · intro h
    constructor
    · ext i j
      simp only [Matrix.add_apply, transpose_apply]
      exact (h i j).1
    · ext i j
      simp only [Matrix.sub_apply, diagonal_mul, mul_diagonal, diagonal_apply,
        transpose_apply]
      exact (h i j).2
```

The symbol `↔` means "if and only if". Since (DE)_ij = d_i e_ij and (EᵀD)_ij = e_ji d_j, the matrix equations say that, for all i and j,

e_ij + e_ji = r_ij,
δ_ij d_i − d_i e_ij − d_j e_ji = s_ij.

The `if i = j` is the Kronecker delta. The proof reads off the (i, j) entry in one direction and reassembles the matrices in the other. Each pair of states can now be treated separately.

```lean
/-- For symmetric `R`, `S` and distinct `d_i`, a matrix `E` solves the refinement equations
exactly when `d_i (1 - r_ii) = s_ii`, `e_ii = r_ii / 2`, and
`e_ij = (s_ij + d_j r_ij) / (d_j - d_i)` for `i ≠ j`. -/
theorem solves_iff {d : n → ℝ} {R S : Matrix n n ℝ} (hR : R.IsSymm) (hS : S.IsSymm)
    (hd : Function.Injective d) (E : Matrix n n ℝ) :
    SolvesRefinement d R S E ↔
      (∀ i, d i * (1 - R i i) = S i i) ∧ (∀ i, E i i = R i i / 2) ∧
      ∀ i j, i ≠ j → E i j = (S i j + d j * R i j) / (d j - d i) := by
  rw [solves_iff_entries]
  constructor
  · intro h
    refine ⟨fun i => ?_, fun i => ?_, fun i j hij => ?_⟩
    · obtain ⟨a, b⟩ := h i i
      rw [if_pos rfl] at b
      linear_combination b + d i * a
    · linarith [(h i i).1]
    · -- eliminate `e_ji` between the two equations
      obtain ⟨a, b⟩ := h i j
      rw [if_neg hij] at b
      rw [eq_div_iff (sub_ne_zero.mpr (hd.ne hij.symm))]
      linear_combination b + d j * a
  · rintro ⟨h1, h2, h3⟩ i j
    by_cases hij : i = j
    · subst hij
      rw [if_pos rfl]
      exact ⟨by linarith [h2 i], by linear_combination h1 i - 2 * d i * h2 i⟩
    · have hne : d j - d i ≠ 0 := sub_ne_zero.mpr (hd.ne (Ne.symm hij))
      have hne' : d i - d j ≠ 0 := sub_ne_zero.mpr (hd.ne hij)
      have a := (eq_div_iff hne).mp (h3 i j hij)
      have b := (eq_div_iff hne').mp (h3 j i (Ne.symm hij))
      -- symmetry of the data makes the two off-diagonal formulas compatible
      rw [hR.apply i j, hS.apply i j] at b
      have hsum : E i j + E j i = R i j := by
        apply mul_left_cancel₀ hne
        linear_combination a - b
      rw [if_neg hij]
      exact ⟨hsum, by linear_combination a - d j * hsum⟩
```

`IsSymm` says that a matrix is symmetric, and `Function.Injective d` says that different labels have different d_i.

Start from a solution E. For i = j the equations are 2e_ii = r_ii and d_i − 2d_i e_ii = s_ii, hence

e_ii = r_ii/2,  d_i(1 − r_ii) = s_ii.

For i ≠ j, multiply the first equation by d_j and add it to the second. The unknown e_ji drops out:

(d_j − d_i) e_ij = s_ij + d_j r_ij.

Division by the non-zero gap gives the formula. In Lean, `linear_combination b + d j * a` is this very step: it checks that the goal follows from equation b plus d_j times equation a.

Conversely, assume the three formulas. The diagonal equations follow by substitution. For i ≠ j, the formula for e_ji and the symmetry of R and S give

(d_i − d_j) e_ji = s_ij + d_i r_ij.

Subtracting this from the formula for e_ij leaves

(d_j − d_i)(e_ij + e_ji) = (d_j − d_i) r_ij,

and cancelling the gap recovers the first equation, named `hsum` in the code. The second follows from

−d_i e_ij − d_j e_ji = (d_j − d_i) e_ij − d_j(e_ij + e_ji) = s_ij.

The condition d_i(1 − r_ii) = s_ii contains no E. It fixes d_i whenever r_ii ≠ 1, so those eigenvalue estimates cannot be chosen freely.

```lean
/-- Let `R`, `S` be symmetric with every `r_ii ≠ 1` and distinct Ritz values. With `d` and `E`
both unknown, the refinement equations hold exactly when `d` is the list of Ritz values and
`E` is the correction built from them. -/
theorem solves_iff_ritz {R S : Matrix n n ℝ} (hR : R.IsSymm) (hS : S.IsSymm)
    (h1 : ∀ i, R i i ≠ 1) (hritz : Function.Injective (ritzValue R S))
    (d : n → ℝ) (E : Matrix n n ℝ) :
    SolvesRefinement d R S E ↔
      d = ritzValue R S ∧ E = correction (ritzValue R S) R S := by
  have hne : ∀ i, 1 - R i i ≠ 0 := fun i => sub_ne_zero.mpr (h1 i).symm
  constructor
  · intro h
    -- the diagonal equations alone fix `d`
    have hd : d = ritzValue R S := by
      funext i
      obtain ⟨a, b⟩ := (solves_iff_entries d R S E).mp h i i
      rw [if_pos rfl] at b
      unfold ritzValue
      rw [eq_div_iff (hne i)]
      linear_combination b + d i * a
    refine ⟨hd, ?_⟩
    rw [hd] at h
    obtain ⟨_, h2, h3⟩ := (solves_iff hR hS hritz E).mp h
    ext i j
    by_cases hij : i = j
    · subst hij
      simp only [correction, Matrix.of_apply, if_true]
      exact h2 i
    · simp only [correction, Matrix.of_apply, if_neg hij]
      exact h3 i j hij
  · rintro ⟨rfl, rfl⟩
    refine (solves_iff hR hS hritz _).mpr ⟨fun i => ?_, fun i => ?_, fun i j hij => ?_⟩
    · exact div_mul_cancel₀ _ (hne i)
    · simp only [correction, Matrix.of_apply, if_true]
    · simp only [correction, Matrix.of_apply, if_neg hij]
```

Now d is unknown as well. The hypothesis r_ii ≠ 1 says, for R = 1 − XᵀX, that no column of X is zero. Every solution satisfies d_i(1 − r_ii) = s_ii, so

d_i = s_ii/(1 − r_ii).

This uses only the diagonal equations. If these values are distinct, the previous theorem fixes E as the correction built from them, and the same theorem shows that this pair does solve the equations. There is exactly one solution (d, E).

## Two levels with the same estimate

```lean
/-- If two entries `d_i = d_j` with `i ≠ j` coincide, the refinement equations can be solved
only if `s_ij + d_j r_ij = 0`. -/
theorem degenerate_obstruction {d : n → ℝ} {R S E : Matrix n n ℝ}
    (h : SolvesRefinement d R S E) {i j : n} (hij : i ≠ j) (hdeg : d i = d j) :
    S i j + d j * R i j = 0 := by
  obtain ⟨a, b⟩ := (solves_iff_entries d R S E).mp h i j
  rw [if_neg hij, hdeg] at b
  linear_combination -b - d j * a
```

If d_i = d_j for two different states, the elimination still works, but its left-hand side vanishes:

0 = s_ij + d_j r_ij.

Unless the data satisfy this condition, no E exists.

A small example shows that there may be no solution when the d_i are not distinct. Take X = 1 and let A have all four entries equal to 1 in a two-level system. Then R = 0, S = A and both Rayleigh quotients are 1. The off-diagonal equations demand e_12 + e_21 = 0 and −(e_12 + e_21) = 1, which contradict each other. The true eigenvectors (1, 1)/√2 and (1, −1)/√2 are rotated by 45° from the starting vectors, which is no small correction.

## What remains after one update

```lean
/-- If `E` solves the refinement equations for the approximate eigenvectors `X` of `A`, the
updated matrix `X (1 + E)` has the stated orthogonality defect, in which every term contains
at least two factors `E` or `Eᵀ`. -/
theorem refined_orthogonality {d : n → ℝ} {A X E : Matrix n n ℝ}
    (h : SolvesRefinement d (1 - Xᵀ * X) (Xᵀ * A * X) E) :
    1 - (X * (1 + E))ᵀ * (X * (1 + E)) =
      E * E + Eᵀ * Eᵀ + Eᵀ * E + Eᵀ * (E + Eᵀ) * E := by
  have g : Xᵀ * X = 1 - (E + Eᵀ) := by rw [h.1]; abel
  have e : (X * (1 + E))ᵀ * (X * (1 + E)) = (1 + Eᵀ) * (Xᵀ * X) * (1 + E) := by
    rw [transpose_mul, transpose_add, transpose_one]
    simp only [mul_assoc]
  rw [e, g]
  noncomm_ring
```

The matrices A and X now appear explicitly. The first refinement equation gives XᵀX = 1 − E − Eᵀ, so the new overlap matrix is

(1 + Eᵀ)(1 − E − Eᵀ)(1 + E).

In the expansion the terms linear in E cancel, and the remaining defect is

EE + EᵀEᵀ + EᵀE + Eᵀ(E + Eᵀ)E.

This is an exact identity with nothing neglected. The tactic `noncomm_ring` does the expansion while keeping the order of the matrix factors.

```lean
/-- If `E` solves the refinement equations for the approximate eigenvectors `X` of `A`, the
projected matrix after the update `X (1 + E)` differs from `D = diag d` by the stated terms,
each of which contains at least two factors `E` or `Eᵀ`. -/
theorem refined_diagonality {d : n → ℝ} {A X E : Matrix n n ℝ}
    (h : SolvesRefinement d (1 - Xᵀ * X) (Xᵀ * A * X) E) :
    diagonal d - (X * (1 + E))ᵀ * A * (X * (1 + E)) =
      diagonal d * E * E + Eᵀ * Eᵀ * diagonal d + Eᵀ * diagonal d * E
        + Eᵀ * (diagonal d * E + Eᵀ * diagonal d) * E := by
  have e : (X * (1 + E))ᵀ * A * (X * (1 + E)) = (1 + Eᵀ) * (Xᵀ * A * X) * (1 + E) := by
    rw [transpose_mul, transpose_add, transpose_one]
    simp only [mul_assoc]
  rw [e, ← h.2]
  noncomm_ring
```

In the same way, the second equation replaces XᵀAX by D − DE − EᵀD. Expanding

(1 + Eᵀ)(D − DE − EᵀD)(1 + E)

and subtracting the result from D leaves

DEE + EᵀEᵀD + EᵀDE + Eᵀ(DE + EᵀD)E.

Again every term has at least two factors of E or Eᵀ. For small E, both errors after the update are therefore of second order. Whether E is small depends on the gaps d_j − d_i, and neither identity bounds it or promises that repeated updates converge.

This bears on mixed-precision diagonalisation, for instance of a finite real Hamiltonian matrix in an orthonormal basis, as long as each gap |d_j − d_i| is large compared with |s_ij + d_j r_ij|. Estimates that are merely distinct still give a unique E, but when two of them nearly coincide, as rounding typically leaves them for a degenerate level, E can be too large for the update to help. Round-off also enters the update itself: R, S and E are exact real matrices here, while a program computes them with rounding errors of its own.

## A two-level example with overlapping vectors

```lean
/-- A two-level instance: for `A = diag(2, 0)` and the non-orthogonal approximate eigenvectors
`(1, 0)` and `(1/2, 1)`, the displayed `E` solves the equations with `d = (2, 2/5)`. -/
theorem solvesRefinement_witness :
    SolvesRefinement ![2, 2 / 5]
      (1 - (!![1, 1 / 2; 0, 1] : Matrix (Fin 2) (Fin 2) ℝ)ᵀ * !![1, 1 / 2; 0, 1])
      ((!![1, 1 / 2; 0, 1] : Matrix (Fin 2) (Fin 2) ℝ)ᵀ * !![2, 0; 0, 0] * !![1, 1 / 2; 0, 1])
      !![0, -1 / 2; 0, -1 / 8] := by
  constructor <;> ext i j <;> fin_cases i <;> fin_cases j <;>
    simp [Matrix.mul_apply, Fin.sum_univ_two, diagonal_apply] <;> norm_num

end

end EigenvectorRefinement
```

The notation `!![a, b; c, d]` is a matrix written row by row, and `![a, b]` is a list. Here A = diag(2, 0), and the columns of X are (1, 0) and (1/2, 1), with overlap 1/2. By hand,

r_11 = 0,  r_12 = r_21 = −1/2,  r_22 = −1/4,
s_11 = 2,  s_12 = s_21 = 1,  s_22 = 1/2.

The Rayleigh quotients are d_1 = 2 and d_2 = (1/2)/(5/4) = 2/5. The correction has e_11 = 0, e_22 = −1/8 and

e_12 = (1 − 1/5)/(2/5 − 2) = −1/2,
e_21 = (1 − 1)/(2 − 2/5) = 0.

The Lean proof checks the four entries of each equation by arithmetic. Carrying out the update turns the second vector into (−1/16, 7/8). Its overlap with the first falls in size from 1/2 to 1/16, and its Rayleigh quotient drops from 2/5 to 2/197, close to the exact eigenvalue 0.

```lean
#print axioms EigenvectorRefinement.solves_iff_ritz
-- 'EigenvectorRefinement.solves_iff_ritz' depends on axioms: [propext, Classical.choice, Quot.sound]
#print axioms EigenvectorRefinement.degenerate_obstruction
-- 'EigenvectorRefinement.degenerate_obstruction' depends on axioms: [propext, Classical.choice, Quot.sound]
#print axioms EigenvectorRefinement.refined_orthogonality
-- 'EigenvectorRefinement.refined_orthogonality' depends on axioms: [propext, Classical.choice, Quot.sound]
#print axioms EigenvectorRefinement.refined_diagonality
-- 'EigenvectorRefinement.refined_diagonality' depends on axioms: [propext, Classical.choice, Quot.sound]
```
